# Keeping at most one quantum of the undisplaced vibration raises the ground energy of a displaced oscillator by about $g^4/w^3$ at weak coupling

**Question.** Without an error estimate for my phonon cutoff, I can't tell whether a misplaced charged level comes from the electronic model or from the basis. My molecular level couples linearly to one vibration of quantum $w>0$ with strength $g$, and I keep only the states with zero and one quantum of the undisplaced vibration. The shift should be $-g^2/w$, but at $g=w$ I get about $-0.62\,w$ instead of $-w$. Is the truncated energy always too high, and how quickly does the error vanish at weak coupling?

**Answer.** It is too high for every $g\neq0$, and the error divided by $g^4$ tends to $1/w^3$ as $g\to0$. For an isolated level with one harmonic mode and no leads, the cutoff therefore raises the charged level by about $g^4/w^3$ when $|g|$ is small compared with $w$; at $g=w$ the rise is about $0.38\,w$.

### From the displaced vacuum to the quartic error

Set $\hbar=1$ and measure energies from the bare charged level with the vibration in its ground state. The full Hamiltonian is $w\,b^\dagger b+g(b+b^\dagger)$, where $b$ lowers the vibration by one quantum. Take the unnormalised amplitudes $c_n=(-g/w)^n/\sqrt{n!}$; multiplying by $e^{-g^2/(2w^2)}$ normalises them. They obey
$$\sqrt{n+1}\,c_{n+1}=-\frac gw\,c_n .$$
In the eigenvalue equation for $n+1$ quanta,
$$w(n+1)c_{n+1}+g\sqrt{n+1}\,c_n+g\sqrt{n+2}\,c_{n+2}=-\frac{g^2}{w}c_{n+1},$$
the first two terms cancel and the third gives the right side. For zero quanta, $g c_1=-(g^2/w)c_0$. So $-g^2/w$ is an energy of the untruncated oscillator. Completing the square, $w(b^\dagger+g/w)(b+g/w)-g^2/w$, identifies it as the lowest one, a step that the code leaves out.

With two states, an eigenvector $(v_0,v_1)$ satisfies $gv_1=Ev_0$ and $gv_0+wv_1=Ev_1$. Eliminating either component gives
$$E^2-wE-g^2=0,\qquad E=\frac{w-\sqrt{w^2+4g^2}}2$$
for the lower root. Conversely, a root $E\neq0$ has eigenvector $(g,E)$; if $E=0$, then $g=0$ and $(1,0)$ works. Since $wE+g^2=E^2$, the error is exactly
$$E+\frac{g^2}{w}=\frac{E^2}{w}.$$

For $g\neq0$ put $e=-E>0$, so $e^2+we=g^2$. Then $we<g^2$, hence $e<g^2/w$. Substituting for $g^2$ also gives
$$e(w^2+g^2)-g^2w=e^3>0,$$
hence $e>g^2w/(w^2+g^2)$. Squaring both bounds and dividing by $w$,
$$\frac{g^4w}{(w^2+g^2)^2}<E+\frac{g^2}{w}<\frac{g^4}{w^3}.$$
The left side is positive, so the truncated energy is too high. After division by $g^4$, both bounds tend to $1/w^3$.

### What the Lean statement says

In `two_level_truncation`, `w` is a fixed positive real number and `E` is any function whose value at each `g` is the least element of `energies w g`. That set contains the real numbers with a nonzero real eigenvector of `truncatedH w g`; real vectors suffice because the matrix is real symmetric. The conclusion is `polaronShift w g < E g` for every nonzero `g`, together with the limit, where `𝓝[≠] 0` means that `g` approaches zero without reaching it.

The link to the infinite basis is `polaron_schrodinger`: the amplitudes form a nonzero, square-summable vector that solves every row of the number-basis equation. The model has one harmonic mode with linear coupling; larger cutoffs, several modes and electrodes are not treated here.

```lean
import Mathlib

open Matrix Filter Topology

namespace PolaronTwoLevelTruncation

noncomputable section

/-- The displaced oscillator with quantum `w` and coupling `g`, restricted to the states with
zero and one quantum. -/
def truncatedH (w g : ℝ) : Matrix (Fin 2) (Fin 2) ℝ := !![0, g; g, w]

/-- The energies of the truncated oscillator: numbers that possess a nonzero eigenvector. -/
def energies (w g : ℝ) : Set ℝ :=
  {E | ∃ v : Fin 2 → ℝ, v ≠ 0 ∧ truncatedH w g *ᵥ v = E • v}

/-- The lower root of the secular equation of the truncated oscillator. -/
def groundEnergy (w g : ℝ) : ℝ := (w - √(w ^ 2 + 4 * g ^ 2)) / 2

/-- The polaron shift `-g²/w`, for `w ≠ 0`. -/
def polaronShift (w g : ℝ) : ℝ := -(g ^ 2 / w)

/-- The unnormalised amplitude of the displaced vacuum on the state with `n` quanta,
for `w ≠ 0`. -/
def amplitude (w g : ℝ) (n : ℕ) : ℝ := (-g / w) ^ n / √(n.factorial : ℝ)

/-- Lowering the displaced vacuum by one quantum multiplies its amplitudes by `-g/w`,
for `w ≠ 0`. -/
theorem amplitude_step (w g : ℝ) (n : ℕ) :
    √((n : ℝ) + 1) * amplitude w g (n + 1) = -g / w * amplitude w g n := by
  have hn : √((n : ℝ) + 1) ≠ 0 := by positivity
  have hf : √(n.factorial : ℝ) ≠ 0 := by positivity
  have hfac : √((n + 1).factorial : ℝ) = √((n : ℝ) + 1) * √(n.factorial : ℝ) := by
    rw [Nat.factorial_succ, Nat.cast_mul, Real.sqrt_mul (Nat.cast_nonneg _), Nat.cast_succ]
  unfold amplitude
  rw [hfac, pow_succ]
  generalize -g / w = z
  field_simp

/-- For `w ≠ 0` the displaced vacuum is a nonzero, square-summable solution of the Schrödinger
equation of the untruncated oscillator in the number basis, with energy `-g²/w`. -/
theorem polaron_schrodinger {w : ℝ} (hw : w ≠ 0) (g : ℝ) :
    amplitude w g 0 = 1 ∧ Summable (fun n => amplitude w g n ^ 2) ∧
    g * amplitude w g 1 = polaronShift w g * amplitude w g 0 ∧
    ∀ n : ℕ, w * ((n : ℝ) + 1) * amplitude w g (n + 1)
        + g * (√((n : ℝ) + 1) * amplitude w g n + √((n : ℝ) + 2) * amplitude w g (n + 2))
      = polaronShift w g * amplitude w g (n + 1) := by
  have h0 : amplitude w g 0 = 1 := by simp [amplitude]
  have h1 : amplitude w g 1 = -g / w := by simp [amplitude]
  refine ⟨h0, ?_, ?_, fun n => ?_⟩
  · -- the squared amplitudes are the terms of an exponential series
    have heq : (fun n => amplitude w g n ^ 2)
        = fun n : ℕ => ((-g / w) ^ 2) ^ n / (n.factorial : ℝ) := by
      funext n
      unfold amplitude
      rw [div_pow, Real.sq_sqrt (Nat.cast_nonneg _), ← pow_mul, ← pow_mul, mul_comm n 2]
    rw [heq]
    exact Real.summable_pow_div_factorial _
  · rw [h1, h0, polaronShift]
    ring
  · have e : ((n + 1 : ℕ) : ℝ) + 1 = (n : ℝ) + 2 := by
      push_cast
      ring
    have up : √((n : ℝ) + 2) * amplitude w g (n + 2) = -g / w * amplitude w g (n + 1) := by
      rw [← e]
      exact amplitude_step w g (n + 1)
    have down : w * (√((n : ℝ) + 1) * amplitude w g (n + 1)) = -g * amplitude w g n := by
      rw [amplitude_step]
      field_simp
    have hs : √((n : ℝ) + 1) * √((n : ℝ) + 1) = (n : ℝ) + 1 :=
      Real.mul_self_sqrt (by positivity)
    unfold polaronShift
    linear_combination g * up + √((n : ℝ) + 1) * down - w * amplitude w g (n + 1) * hs

/-- A number is an energy of the truncated oscillator exactly when it solves the secular
equation `E² - wE - g² = 0`. -/
theorem mem_energies_iff (w g E : ℝ) :
    E ∈ energies w g ↔ E ^ 2 - w * E - g ^ 2 = 0 := by
  constructor
  · rintro ⟨v, hv, h⟩
    have h0 : g * v 1 = E * v 0 := by
      simpa [truncatedH, Matrix.mulVec, dotProduct, Fin.sum_univ_two] using congrFun h 0
    have h1 : g * v 0 + w * v 1 = E * v 1 := by
      simpa [truncatedH, Matrix.mulVec, dotProduct, Fin.sum_univ_two] using congrFun h 1
    by_contra hp
    -- the secular polynomial annihilates both components
    have a0 : (E ^ 2 - w * E - g ^ 2) * v 0 = 0 := by
      linear_combination (w - E) * h0 - g * h1
    have a1 : (E ^ 2 - w * E - g ^ 2) * v 1 = 0 := by
      linear_combination -g * h0 - E * h1
    apply hv
    ext i
    fin_cases i
    · exact (mul_eq_zero.mp a0).resolve_left hp
    · exact (mul_eq_zero.mp a1).resolve_left hp
  · intro h
    by_cases hE : E = 0
    · have hg : g = 0 := by
        rw [hE] at h
        exact pow_eq_zero_iff two_ne_zero |>.mp (by linarith)
      refine ⟨![1, 0], fun hv => one_ne_zero (α := ℝ) (by simpa using congrFun hv 0), ?_⟩
      ext i
      fin_cases i <;> simp [truncatedH, Matrix.mulVec, dotProduct, Fin.sum_univ_two, hE, hg]
    · refine ⟨![g, E], fun hv => hE (by simpa using congrFun hv 1), ?_⟩
      ext i
      fin_cases i <;> simp [truncatedH, Matrix.mulVec, dotProduct, Fin.sum_univ_two] <;>
        linarith

/-- The lowest energy of the truncated oscillator is `(w - √(w² + 4g²))/2`. -/
theorem groundEnergy_isLeast (w g : ℝ) : IsLeast (energies w g) (groundEnergy w g) := by
  have hs : √(w ^ 2 + 4 * g ^ 2) ^ 2 = w ^ 2 + 4 * g ^ 2 := Real.sq_sqrt (by positivity)
  have hs0 := Real.sqrt_nonneg (w ^ 2 + 4 * g ^ 2)
  constructor
  · rw [mem_energies_iff]
    unfold groundEnergy
    linear_combination hs / 4
  · intro x hx
    rw [mem_energies_iff] at hx
    unfold groundEnergy
    by_contra hlt
    have hlt' : √(w ^ 2 + 4 * g ^ 2) < w - 2 * x := by linarith [not_le.mp hlt]
    nlinarith

/-- For `w ≠ 0` the lowest energy of the truncated oscillator minus the polaron shift `-g²/w` is
exactly the square of that lowest energy divided by `w`. For `w > 0` this difference is the
truncation error of the ground energy. -/
theorem truncation_error_eq {w : ℝ} (hw : w ≠ 0) (g : ℝ) :
    groundEnergy w g - polaronShift w g = groundEnergy w g ^ 2 / w := by
  have hr := (mem_energies_iff w g _).mp (groundEnergy_isLeast w g).1
  rw [polaronShift, sub_neg_eq_add, eq_div_iff hw, add_mul, div_mul_cancel₀ _ hw]
  linarith

/-- For `w > 0` and `g ≠ 0` the truncation error lies strictly between `g⁴w/(w² + g²)²` and
`g⁴/w³`. -/
theorem truncation_error_bounds {w g : ℝ} (hw : 0 < w) (hg : g ≠ 0) :
    g ^ 4 * w / (w ^ 2 + g ^ 2) ^ 2 < groundEnergy w g - polaronShift w g ∧
    groundEnergy w g - polaronShift w g < g ^ 4 / w ^ 3 := by
  have hr := (mem_energies_iff w g _).mp (groundEnergy_isLeast w g).1
  have hg2 : 0 < g ^ 2 := by positivity
  have hle : groundEnergy w g ≤ 0 := by
    have : w ≤ √(w ^ 2 + 4 * g ^ 2) := (Real.le_sqrt' hw).2 (by linarith)
    unfold groundEnergy
    linarith
  have hne : groundEnergy w g ≠ 0 := by
    intro h
    rw [h] at hr
    linarith
  rw [truncation_error_eq hw.ne', ← neg_sq (groundEnergy w g)]
  -- work with the binding energy `e = -E`, which satisfies `e² + we = g²`
  obtain ⟨e, he⟩ : ∃ e, e = -groundEnergy w g := ⟨_, rfl⟩
  have hpos : 0 < e := by
    rw [he]
    exact neg_pos.mpr (lt_of_le_of_ne hle hne)
  have hq : e ^ 2 + w * e = g ^ 2 := by
    rw [he]
    linarith
  rw [← he]
  have hup : e < g ^ 2 / w := (lt_div_iff₀ hw).2 (by nlinarith)
  have hlow : g ^ 2 * w / (w ^ 2 + g ^ 2) < e := by
    rw [div_lt_iff₀ (by positivity)]
    have h3 : e * (w ^ 2 + g ^ 2) - g ^ 2 * w = e ^ 3 := by
      linear_combination (w - e) * hq
    have : 0 < e ^ 3 := by positivity
    linarith
  constructor
  · calc g ^ 4 * w / (w ^ 2 + g ^ 2) ^ 2 = (g ^ 2 * w / (w ^ 2 + g ^ 2)) ^ 2 / w := by
          field_simp
      _ < e ^ 2 / w := by gcongr
  · calc e ^ 2 / w < (g ^ 2 / w) ^ 2 / w := by gcongr
      _ = g ^ 4 / w ^ 3 := by ring

/-- Let `w > 0` and let `E g` be the lowest energy of the truncated oscillator at coupling `g`.
It lies strictly above the polaron shift for `g ≠ 0`, and the error divided by `g⁴` tends to
`1/w³` as `g` tends to zero through nonzero values. -/
theorem two_level_truncation {w : ℝ} (hw : 0 < w) (E : ℝ → ℝ)
    (hE : ∀ g, IsLeast (energies w g) (E g)) :
    (∀ g, g ≠ 0 → polaronShift w g < E g) ∧
    Tendsto (fun g => (E g - polaronShift w g) / g ^ 4) (𝓝[≠] 0) (𝓝 (1 / w ^ 3)) := by
  have hEq : ∀ g, E g = groundEnergy w g := fun g => (hE g).unique (groundEnergy_isLeast w g)
  simp only [hEq]
  constructor
  · intro g hg
    have h := (truncation_error_bounds hw hg).1
    have : 0 < g ^ 4 * w / (w ^ 2 + g ^ 2) ^ 2 := by positivity
    linarith
  · -- squeeze the scaled error between the two bounds
    have hne : ∀ g : ℝ, (w ^ 2 + g ^ 2) ^ 2 ≠ 0 := fun g => by positivity
    have hc : Continuous (fun g : ℝ => w / (w ^ 2 + g ^ 2) ^ 2) :=
      Continuous.div continuous_const (by fun_prop) hne
    have hv : w / (w ^ 2 + (0 : ℝ) ^ 2) ^ 2 = 1 / w ^ 3 := by
      rw [zero_pow two_ne_zero, add_zero]
      field_simp
    have hlow : Tendsto (fun g : ℝ => w / (w ^ 2 + g ^ 2) ^ 2) (𝓝[≠] 0) (𝓝 (1 / w ^ 3)) := by
      rw [← hv]
      exact (hc.tendsto 0).mono_left nhdsWithin_le_nhds
    refine tendsto_of_tendsto_of_tendsto_of_le_of_le' hlow tendsto_const_nhds ?_ ?_
    · filter_upwards [self_mem_nhdsWithin] with g hg
      have hg0 : g ≠ 0 := hg
      have hg4 : 0 < g ^ 4 := by positivity
      rw [le_div_iff₀ hg4]
      calc w / (w ^ 2 + g ^ 2) ^ 2 * g ^ 4 = g ^ 4 * w / (w ^ 2 + g ^ 2) ^ 2 := by ring
        _ ≤ _ := (truncation_error_bounds hw hg0).1.le
    · filter_upwards [self_mem_nhdsWithin] with g hg
      have hg0 : g ≠ 0 := hg
      have hg4 : 0 < g ^ 4 := by positivity
      rw [div_le_iff₀ hg4]
      calc _ ≤ g ^ 4 / w ^ 3 := (truncation_error_bounds hw hg0).2.le
        _ = 1 / w ^ 3 * g ^ 4 := by ring

end

end PolaronTwoLevelTruncation
```

```lean
#print axioms PolaronTwoLevelTruncation.polaron_schrodinger
#print axioms PolaronTwoLevelTruncation.groundEnergy_isLeast
#print axioms PolaronTwoLevelTruncation.two_level_truncation
```

```
'PolaronTwoLevelTruncation.polaron_schrodinger' depends on axioms: [propext, Classical.choice, Quot.sound]
'PolaronTwoLevelTruncation.groundEnergy_isLeast' depends on axioms: [propext, Classical.choice, Quot.sound]
'PolaronTwoLevelTruncation.two_level_truncation' depends on axioms: [propext, Classical.choice, Quot.sound]
```

### How the lemmas fit together

`amplitude_step` is the ladder recursion. `polaron_schrodinger` uses it twice in each row above the lowest, and gets square summability from the exponential series.

`mem_energies_iff` carries out the elimination and supplies the eigenvectors for the converse. `groundEnergy_isLeast` shows that the lower root is an energy and that a smaller one would contradict the secular equation. `truncation_error_eq` rearranges that equation into the exact error.

`truncation_error_bounds` introduces `e`; its `linear_combination` step proves the cubic identity, and `gcongr` carries the bounds on `e` through squaring and division. In the final theorem, uniqueness of a least element replaces `E g` by the explicit root. The lower bound gives strictness, continuity gives its scaled limit, and the squeeze theorem finishes the argument.
